# A matrix whose propagator stays bounded for all real times has real eigenvalues and no Jordan blocks

## Can a bounded norm hide a Jordan block?

Let H be a complex n by n matrix, constant in time and not necessarily Hermitian, and let U(t) = exp(−itH) with ħ = 1. The norm ‖U(t)‖ is the largest factor by which U(t) stretches the Euclidean length of a vector.

In my non-Hermitian model this factor oscillates instead of staying at 1, but it seems to remain below some constant C, forward and backward in time. Does that force the eigenvalues to be real? And could two eigenvectors have merged into a Jordan block without the bound noticing?

## A bound for all real times excludes both

The eigenvalues must be real, and a Jordan block at a real eigenvalue would show up as growth at least linear in t. Here and below, "Jordan block" means one of size two or more. To see this, fix a complex number E, write D = H − E, and take a vector w with D²w = 0. The exponential series of −itD, applied to w, stops after the linear term. Since the number −itE commutes with D,

U(t)w = e^(−itE) (w − it Dw), with |e^(−itE)| = exp(t Im E).

**Real eigenvalues.** For an eigenvector v ≠ 0 we have Dv = 0, so the bound gives

exp(t Im E) ‖v‖ = ‖U(t)v‖ ≤ C‖v‖.

If Im E ≠ 0, the time t = C / Im E yields exp(C) ≤ C, which contradicts exp(C) ≥ 1 + C.

**No Jordan blocks.** Let D²w = 0 and suppose that v = Dw ≠ 0. Then Dv = 0, so v is an eigenvector and E is real. The phase has modulus 1, hence ‖w − itv‖ ≤ C‖w‖, and the triangle inequality gives

|t| ‖v‖ ≤ ‖w‖ + C‖w‖ for all t.

This fails at large |t|, so Dw = 0.

**Higher powers.** If Dᵏ⁺¹w = 0, then Dᵏ(Dw) = 0. By induction D(Dw) = 0, and the previous step gives Dw = 0.

**Converse in finite dimension.** The generalized eigenvectors always span the space; under the bound they are eigenvectors with real E. Conversely, if such eigenvectors span, write x = Σ yⱼ with each yⱼ an eigenvector. Each ‖U(t)yⱼ‖ is constant, so ‖U(t)x‖ ≤ Σ ‖yⱼ‖. Every orbit is bounded, and the uniform boundedness principle supplies a common C.

The smallest defective case is the 2 by 2 matrix with real E on the diagonal and 1 above it. Its propagator is e^(−itE) times the matrix with rows (1, −it) and (0, 1), so real eigenvalues alone do not give a bound.

In the Lean statements, `matrix_real_spectrum_no_jordan` is the result for your matrix. The hypothesis `hC` is the bound at every real t, `H *ᵥ v` is the matrix acting on a vector, and `E.im = 0` says that E is real. The opened norm scope selects the Euclidean operator norm. The theorems before it treat a bounded operator `H : V →L[ℂ] V`, on a complete space where needed. In `bounded_iff_real_eigenvectors_span`, which assumes finite dimension, the supremum of eigenspaces over real `E` is their span, and `⊤` is the whole space.

The constant C stands for a cap on the amplification of every initial state. It is assumed: a norm that stays below C throughout a finite time window may still exceed it later. Unbounded Hamiltonians are not covered, though a truncation of one to a finite matrix is.

```lean
import Mathlib

open scoped Matrix Matrix.Norms.L2Operator

namespace BoundedPropagator

noncomputable section

variable {V : Type*} [NormedAddCommGroup V] [NormedSpace ℂ V]

/-- The propagator `exp(-itH)` of a bounded operator `H`, which need not be Hermitian. -/
def propagator (H : V →L[ℂ] V) (t : ℝ) : V →L[ℂ] V :=
  NormedSpace.exp ((-(Complex.I * t)) • H)

/-- On a complete space, if `A` annihilates `w` after two applications, the exponential series
acting on `w` stops after the linear term. -/
theorem exp_apply_of_sq [CompleteSpace V] (A : V →L[ℂ] V) (w : V) (h : A (A w) = 0) :
    NormedSpace.exp A w = w + A w := by
  have hs : HasSum (fun n : ℕ => ((n.factorial : ℂ)⁻¹) • A ^ n) (NormedSpace.exp A) :=
    NormedSpace.exp_series_hasSum_exp' A
  have h1 := (ContinuousLinearMap.apply ℂ V w).hasSum hs
  have h2 : HasSum (fun n : ℕ => (((n.factorial : ℂ)⁻¹) • A ^ n) w)
      (∑ n ∈ Finset.range 2, (((n.factorial : ℂ)⁻¹) • A ^ n) w) := by
    apply hasSum_sum_of_ne_finset_zero
    intro n hn
    obtain ⟨k, rfl⟩ : ∃ k, n = k + 2 := ⟨n - 2, by simp at hn; omega⟩
    have hk : (A ^ (k + 2)) w = (A ^ k) (A (A w)) := by
      rw [pow_add, pow_two]; rfl
    rw [smul_apply, hk, h, map_zero, smul_zero]
  have h3 := h1.unique h2
  simpa [Finset.sum_range_succ] using h3

/-- On a complete space, if `(H - E)² w = 0`, the vector `w` evolves as
`e^{-itE} (w - it (H - E) w)`. Here `E` may be any complex number. -/
theorem propagator_apply [CompleteSpace V] (H : V →L[ℂ] V) (E : ℂ) (w : V)
    (h : ((H - E • (1 : V →L[ℂ] V)) ^ 2) w = 0) (t : ℝ) :
    propagator H t w = Complex.exp (-(Complex.I * t) * E) •
      (w - (Complex.I * t) • (H - E • (1 : V →L[ℂ] V)) w) := by
  let _ : NormedAlgebra ℚ (V →L[ℂ] V) := NormedAlgebra.restrictScalars ℚ ℂ _
  set D := H - E • (1 : V →L[ℂ] V) with hD
  have hDD : D (D w) = 0 := by rw [pow_two] at h; exact h
  -- split the generator into a number and the shifted operator
  have hsplit : (-(Complex.I * t)) • H =
      algebraMap ℂ (V →L[ℂ] V) (-(Complex.I * t) * E) + (-(Complex.I * t)) • D := by
    rw [Algebra.algebraMap_eq_smul_one, hD]
    module
  have hA := exp_apply_of_sq ((-(Complex.I * t)) • D) w (by
    simp only [smul_apply, map_smul, hDD, smul_zero])
  rw [propagator, hsplit, NormedSpace.exp_add_of_commute (Algebra.commute_algebraMap_left _ _),
    ← NormedSpace.algebraMap_exp_comm, ← Complex.exp_eq_exp_ℂ, Algebra.algebraMap_eq_smul_one,
    smul_mul_assoc, one_mul, smul_apply, hA,
    smul_apply, neg_smul, sub_eq_add_neg]

/-- The factor `e^{-itE}` has modulus `exp(t Im E)`. -/
theorem norm_phase (E : ℂ) (t : ℝ) :
    ‖Complex.exp (-(Complex.I * t) * E)‖ = Real.exp (t * E.im) := by
  rw [Complex.norm_exp]
  congr 1
  simp

/-- On a complete space, an eigenvector `v` of `H` with eigenvalue `E` evolves to a vector of norm
`exp(t Im E) ‖v‖` at time `t`. -/
theorem norm_propagator_eigenvector [CompleteSpace V] (H : V →L[ℂ] V) (E : ℂ) (v : V)
    (h : H v = E • v) (t : ℝ) : ‖propagator H t v‖ = Real.exp (t * E.im) * ‖v‖ := by
  have h0 : (H - E • (1 : V →L[ℂ] V)) v = 0 := by simp [h]
  have h2 : ((H - E • (1 : V →L[ℂ] V)) ^ 2) v = 0 := by
    rw [pow_two, mul_apply_eq_comp, h0, map_zero]
  rw [propagator_apply H E v h2, h0, smul_zero, sub_zero, norm_smul, norm_phase]

/-- On a complete space, if the propagator is bounded uniformly over all real times, every
eigenvalue of `H` is real. -/
theorem eigenvalue_real [CompleteSpace V] (H : V →L[ℂ] V) (C : ℝ)
    (hC : ∀ t : ℝ, ‖propagator H t‖ ≤ C) (E : ℂ) (v : V) (hv : v ≠ 0)
    (h : H v = E • v) : E.im = 0 := by
  by_contra hE
  have h1 := (propagator H (C / E.im)).le_of_opNorm_le (hC _) v
  rw [norm_propagator_eigenvector H E v h, div_mul_cancel₀ _ hE] at h1
  -- at time C / Im E the bound would read exp C ≤ C
  have h2 := le_of_mul_le_mul_right h1 (norm_pos_iff.mpr hv)
  linarith [Real.add_one_le_exp C]

/-- On a complete space, if the propagator is bounded uniformly over all real times,
`(H - E)² w = 0` implies `(H - E) w = 0`. -/
theorem no_jordan_block [CompleteSpace V] (H : V →L[ℂ] V) (C : ℝ)
    (hC : ∀ t : ℝ, ‖propagator H t‖ ≤ C) (E : ℂ) (w : V)
    (h : ((H - E • (1 : V →L[ℂ] V)) ^ 2) w = 0) : (H - E • (1 : V →L[ℂ] V)) w = 0 := by
  by_contra hv
  set v := (H - E • (1 : V →L[ℂ] V)) w with hvdef
  have hHv : H v = E • v := by
    have h' : (H - E • (1 : V →L[ℂ] V)) v = 0 := by rw [pow_two] at h; exact h
    simpa [sub_eq_zero] using h'
  have hE := eigenvalue_real H C hC E v hv hHv
  have hpos : 0 < ‖v‖ := norm_pos_iff.mpr hv
  -- the bound on the propagator would keep t ‖v‖ below a fixed number for all t
  have hgrow : ∀ t : ℝ, t * ‖v‖ ≤ ‖w‖ + C * ‖w‖ := by
    intro t
    have h1 := (propagator H t).le_of_opNorm_le (hC t) w
    rw [propagator_apply H E w h, norm_smul, norm_phase, hE, mul_zero, Real.exp_zero,
      one_mul, ← hvdef] at h1
    have h2 : ‖(Complex.I * t) • v‖ = |t| * ‖v‖ := by simp [norm_smul]
    have h3 := norm_sub_norm_le ((Complex.I * t) • v) w
    rw [norm_sub_rev, h2] at h3
    have h4 := mul_le_mul_of_nonneg_right (le_abs_self t) hpos.le
    linarith
  have h5 := hgrow ((‖w‖ + C * ‖w‖ + 1) / ‖v‖)
  rw [div_mul_cancel₀ _ hpos.ne'] at h5
  linarith

/-- On a complete space, if the propagator is bounded uniformly over all real times, a vector
annihilated by some power of `H - E` is already annihilated by `H - E`. -/
theorem no_jordan_chain [CompleteSpace V] (H : V →L[ℂ] V) (C : ℝ)
    (hC : ∀ t : ℝ, ‖propagator H t‖ ≤ C) (E : ℂ) (k : ℕ) (w : V)
    (h : ((H - E • (1 : V →L[ℂ] V)) ^ k) w = 0) : (H - E • (1 : V →L[ℂ] V)) w = 0 := by
  induction k generalizing w with
  | zero =>
    have hw : w = 0 := by simpa using h
    rw [hw, map_zero]
  | succ k ih =>
    rw [pow_succ] at h
    apply no_jordan_block H C hC E w
    rw [pow_two]
    exact ih _ h

/-- In finite dimension the propagator is bounded uniformly over all real times if and only if
the eigenvectors of `H` with real eigenvalues span the whole space. -/
theorem bounded_iff_real_eigenvectors_span [FiniteDimensional ℂ V] (H : V →L[ℂ] V) :
    (∃ C : ℝ, ∀ t : ℝ, ‖propagator H t‖ ≤ C) ↔
      ⨆ E : ℝ, Module.End.eigenspace (H : V →ₗ[ℂ] V) (E : ℂ) = ⊤ := by
  have : CompleteSpace V := FiniteDimensional.complete ℂ V
  constructor
  · rintro ⟨C, hC⟩
    rw [eq_top_iff, ← Module.End.iSup_maxGenEigenspace_eq_top (H : V →ₗ[ℂ] V)]
    refine iSup_le fun μ x hx => ?_
    obtain ⟨k, hk⟩ := (Module.End.mem_maxGenEigenspace _ _ _).mp hx
    have hpow : ∀ (k : ℕ) (y : V), (((H : V →ₗ[ℂ] V) - μ • (1 : Module.End ℂ V)) ^ k) y =
        ((H - μ • (1 : V →L[ℂ] V)) ^ k) y := by
      intro k
      induction k with
      | zero => intro y; rfl
      | succ k ih => intro y; rw [pow_succ, pow_succ]; exact ih _
    rw [hpow] at hk
    have hx1 : H x = μ • x := by
      simpa [sub_eq_zero] using no_jordan_chain H C hC μ k x hk
    by_cases hx0 : x = 0
    · rw [hx0]; exact Submodule.zero_mem _
    · have hμ : ((μ.re : ℝ) : ℂ) = μ :=
        Complex.ext (by simp) (by simp [eigenvalue_real H C hC μ x hx0 hx1])
      refine Submodule.mem_iSup_of_mem μ.re ?_
      rw [Module.End.mem_eigenspace_iff, hμ]
      exact hx1
  · intro hspan
    -- bounded orbits give a uniform bound
    apply banach_steinhaus
    intro x
    have hx : x ∈ ⨆ E : ℝ, Module.End.eigenspace (H : V →ₗ[ℂ] V) (E : ℂ) := by
      rw [hspan]; exact Submodule.mem_top
    refine Submodule.iSup_induction _ (motive := fun x => ∃ C, ∀ t : ℝ, ‖propagator H t x‖ ≤ C)
      hx ?_ ⟨0, fun t => by simp⟩ ?_
    · intro E y hy
      refine ⟨‖y‖, fun t => ?_⟩
      rw [norm_propagator_eigenvector H E y (Module.End.mem_eigenspace_iff.mp hy)]
      simp
    · rintro y z ⟨a, ha⟩ ⟨b, hb⟩
      refine ⟨a + b, fun t => ?_⟩
      rw [map_add]
      exact (norm_add_le _ _).trans (add_le_add (ha t) (hb t))

/-- Let `H` be a complex `n` by `n` matrix with `‖exp(-itH)‖ ≤ C` for all real `t`. Then every
eigenvalue of `H` is real, and `(H - E)² v = 0` implies `(H - E) v = 0`. -/
theorem matrix_real_spectrum_no_jordan {n : Type*} [Fintype n] [DecidableEq n]
    (H : Matrix n n ℂ) (C : ℝ)
    (hC : ∀ t : ℝ, ‖NormedSpace.exp ((-(Complex.I * t)) • H)‖ ≤ C) :
    (∀ (E : ℂ) (v : n → ℂ), v ≠ 0 → H *ᵥ v = E • v → E.im = 0) ∧
    (∀ (E : ℂ) (v : n → ℂ), ((H - E • (1 : Matrix n n ℂ)) ^ 2) *ᵥ v = 0 →
      (H - E • (1 : Matrix n n ℂ)) *ᵥ v = 0) := by
  let _ : NormedAlgebra ℚ (Matrix n n ℂ) := NormedAlgebra.restrictScalars ℚ ℂ _
  -- regard matrices as operators on Euclidean space
  let T := Matrix.toEuclideanCLM (n := n) (𝕜 := ℂ)
  have hcont : Continuous T :=
    LinearMap.continuous_of_finiteDimensional T.toAlgEquiv.toLinearMap
  have hT : ∀ t : ℝ, ‖propagator (T H) t‖ ≤ C := by
    intro t
    have he : propagator (T H) t = T (NormedSpace.exp ((-(Complex.I * t)) • H)) := by
      rw [NormedSpace.map_exp T hcont, map_smul, propagator]
    rw [he]
    exact hC t
  have key : ∀ (A : Matrix n n ℂ) (x : n → ℂ),
      T A (WithLp.toLp 2 x) = WithLp.toLp 2 (A *ᵥ x) := fun A x =>
    Matrix.toEuclideanCLM_toLp A x
  constructor
  · intro E v hv h
    refine eigenvalue_real (T H) C hT E (WithLp.toLp 2 v) ?_ ?_
    · intro h0
      exact hv (congrArg WithLp.ofLp h0)
    · rw [key, h]; rfl
  · intro E v h
    have hs : T (H - E • (1 : Matrix n n ℂ)) = T H - E • 1 := by
      rw [map_sub, map_smul, map_one]
    have h1 := no_jordan_block (T H) C hT E (WithLp.toLp 2 v) (by
      rw [← hs, ← map_pow, key, h]; rfl)
    rw [← hs, key] at h1
    exact congrArg WithLp.ofLp h1

end

end BoundedPropagator
```

```lean
#print axioms BoundedPropagator.bounded_iff_real_eigenvectors_span
-- 'BoundedPropagator.bounded_iff_real_eigenvectors_span' depends on axioms: [propext, Classical.choice, Quot.sound]
#print axioms BoundedPropagator.matrix_real_spectrum_no_jordan
-- 'BoundedPropagator.matrix_real_spectrum_no_jordan' depends on axioms: [propext, Classical.choice, Quot.sound]
```

`exp_apply_of_sq` truncates the series by showing that all terms from the second power on vanish, then uses uniqueness of the sum. `propagator_apply` splits the generator in `hsplit` and factors the exponential of the commuting parts. `eigenvalue_real` inserts t = C / Im E, and `no_jordan_block` derives the upper bound on t‖v‖ as `hgrow` before choosing a time that violates it. `no_jordan_chain` is the induction on k.

The equivalence takes the spanning of generalized eigenspaces from Mathlib in one direction and `banach_steinhaus` in the other. The matrix theorem carries H to an operator on Euclidean space by `Matrix.toEuclideanCLM`, which preserves the norm and commutes with the exponential.

For finite, time-independent models with loss, a neighbouring result follows by the same estimates: a bound for t ≥ 0 only gives Im E ≤ 0 and excludes Jordan blocks at real E. Decaying eigenvalues may still have them, because exponential decay beats polynomial growth. This one-sided version is argued here in prose and is not part of the Lean code.
